# With fixed hopping, a ground-state density without zeros determines the potential of one lattice particle up to a constant

Let one particle move on a finite set of sites, with a fixed Hermitian matrix T for its hopping and a real potential on each site. If a ground state for the potential v and a ground state for the potential w have the same density, and this density is positive at every site, then v − w has the same value at every site. That value is the difference of the two ground-state energies.

This is the Hohenberg-Kohn statement for a single particle on finitely many sites. In density functional theory, the corresponding statement for electrons lets the external potential be treated, up to a constant, as a functional of the density. Passing from one particle on sites to interacting electrons in continuous space is a step that the hypotheses here do not supply.

## From two minimum principles to one potential

Write ψ_i for the amplitude at site i and |ψ_i|² for the density there. The Hamiltonian is H_v = T + diag(v). For any vector χ, normalized or not, the energy is

E_v(χ) = Re ⟨χ, H_v χ⟩ = K(χ) + ∑_i v_i |χ_i|², with K(χ) = Re ⟨χ, Tχ⟩.

The potential term depends on χ only through its density. A ground state for v is a normalized ψ with E_v(ψ) ≤ E_v(χ) for every normalized χ. Degeneracy is allowed.

**Vectors of any length.** Let N = ∑_i |χ_i|². If N > 0, then χ/√N is normalized and has energy E_v(χ)/N, so minimality gives

E_v(ψ) N ≤ E_v(χ).

If N = 0, then χ = 0 and both sides vanish.

**The Schrödinger equation.** Put E = E_v(ψ) and A = H_v − E. Since A is Hermitian, ⟨χ, Aχ⟩ is real, and by the inequality above

⟨χ, Aχ⟩ = E_v(χ) − E N ≥ 0 for all χ, while ⟨ψ, Aψ⟩ = 0.

Now set η = Aψ and vary ψ by sη with s real:

0 ≤ ⟨ψ + sη, A(ψ + sη)⟩ = 2s ‖Aψ‖² + s² ⟨η, Aη⟩.

For small negative s the linear term would make the right side negative unless Aψ = 0. Therefore, at each site,

(Tψ)_i + v_i ψ_i = E_v(ψ) ψ_i.

**Equal densities.** Let φ be a ground state for w with |φ_i|² = |ψ_i|² at every site. In E_v(ψ) ≤ E_v(φ) the potential terms are equal and cancel, which leaves K(ψ) ≤ K(φ). In E_w(φ) ≤ E_w(ψ) they cancel too, which leaves K(φ) ≤ K(ψ). Hence K(ψ) = K(φ), and so E_w(ψ) = E_w(φ). The vector ψ is thus a ground state for w as well as for v.

**Subtraction.** The same ψ now obeys two Schrödinger equations:

(Tψ)_i + v_i ψ_i = E_v(ψ) ψ_i

(Tψ)_i + w_i ψ_i = E_w(φ) ψ_i

Their difference is

(v_i − w_i) ψ_i = (E_v(ψ) − E_w(φ)) ψ_i.

Where ψ_i ≠ 0 it cancels, and v_i − w_i equals the energy difference. If every site is occupied, this holds everywhere.

The error to avoid is subtracting the equation for φ from the equation for ψ directly. Equal densities leave the phases free, so (Tψ)_i and (Tφ)_i need not agree. Even for φ = −ψ they differ by 2(Tψ)_i. The comparison of energies comes first because it puts one and the same vector into both equations.

## The potential of a dimer from its density

Once the amplitudes are known, the site equation gives the potential wherever ψ_i ≠ 0:

v_i = E − (Tψ)_i / ψ_i.

Take two sites, numbered 0 and 1, with zero diagonal in T and off-diagonal elements −t, where t > 0. The ground-state amplitudes can be chosen positive, so they are the square roots of the densities n_0 and n_1, and

v_0 − v_1 = t (n_1 − n_0) / √(n_0 n_1).

For n_0 = 0.8 and n_1 = 0.2 this gives v_0 − v_1 = −1.5 t. Setting v_1 = 0 fixes the free constant, and the ground-state energy is then −2t. The more occupied site is the deeper one.

## Hamiltonian, density and ground state in Lean

```lean
import Mathlib

open Matrix
open scoped ComplexOrder

namespace LatticeHohenbergKohn

variable {n : Type*} [Fintype n] [DecidableEq n]
```

The sites form a finite type `n`. The letter no longer refers to the density, as it did in n_0 and n_1 above.

```lean
/-- The one-particle lattice Hamiltonian: a hopping matrix `T` plus an on-site potential `v`. -/
def hamiltonian (T : Matrix n n ℂ) (v : n → ℝ) : Matrix n n ℂ :=
  T + diagonal (fun i => (v i : ℂ))
```

`hamiltonian T v` is H_v. The matrix `T` is complex and may have diagonal entries, so "hopping" here means everything that stays fixed when the potential changes. Complex hopping phases, as in a magnetic field, are included. The potential is real by its type.

```lean
/-- The density of the wave function `ψ` at site `i`. -/
noncomputable def density (ψ : n → ℂ) (i : n) : ℝ := ‖ψ i‖ ^ 2

/-- The energy of `ψ`: the real part of the quadratic form of the Hamiltonian. -/
def energy (T : Matrix n n ℂ) (v : n → ℝ) (ψ : n → ℂ) : ℝ :=
  (star ψ ⬝ᵥ (hamiltonian T v *ᵥ ψ)).re
```

`density ψ i` is |ψ_i|². In `energy`, the expression `star ψ ⬝ᵥ …` is the inner product with the conjugate on the left. The real part makes the energy a real number for any `T`; when `T` is Hermitian, nothing is lost by taking it.

```lean
/-- A ground state is a normalized wave function whose energy is minimal among all
normalized wave functions. -/
structure IsGroundState (T : Matrix n n ℂ) (v : n → ℝ) (ψ : n → ℂ) : Prop where
  normalized : ∑ i, density ψ i = 1
  minimal : ∀ φ : n → ℂ, ∑ i, density φ i = 1 → energy T v ψ ≤ energy T v φ
```

`IsGroundState` contains normalization and minimality and nothing else. The eigenvalue equation is not part of the definition and has to be derived. The trial vector, χ in the derivation above, is called `φ` here.

## Splitting and shifting the energy

```lean
/-- The Hamiltonian acts at each site by hopping plus multiplication by the potential. -/
theorem hamiltonian_mulVec (T : Matrix n n ℂ) (v : n → ℝ) (ψ : n → ℂ) (i : n) :
    (hamiltonian T v *ᵥ ψ) i = (T *ᵥ ψ) i + v i * ψ i := by
  simp [hamiltonian, Matrix.add_mulVec, Matrix.mulVec_diagonal]
```

This is the action of H_v at one site, the left side of the Schrödinger equation.

```lean
/-- The energy is the hopping energy plus the potential summed against the density. -/
theorem energy_eq (T : Matrix n n ℂ) (v : n → ℝ) (ψ : n → ℂ) :
    energy T v ψ = (star ψ ⬝ᵥ (T *ᵥ ψ)).re + ∑ i, v i * density ψ i := by
  unfold energy hamiltonian
  rw [Matrix.add_mulVec, dotProduct_add, Complex.add_re]
  congr 1
  simp only [dotProduct, Matrix.mulVec_diagonal, Pi.star_apply, Complex.re_sum]
  refine Finset.sum_congr rfl fun i _ => ?_
  rw [density, Complex.sq_norm, Complex.normSq_apply]
  simp only [Complex.star_def, Complex.mul_re, Complex.mul_im, Complex.conj_re,
    Complex.conj_im, Complex.ofReal_re, Complex.ofReal_im]
  ring
```

`energy_eq` is the split into K and the potential term. After the sum is separated, the proof compares the two potential terms site by site, writing |ψ_i|² through real and imaginary parts.

```lean
/-- Adding a constant `c` to the potential adds `c` times the total density to the energy. -/
theorem energy_shift (T : Matrix n n ℂ) (v : n → ℝ) (c : ℝ) (ψ : n → ℂ) :
    energy T (fun i => v i + c) ψ = energy T v ψ + c * ∑ i, density ψ i := by
  simp only [energy_eq, add_mul, Finset.sum_add_distrib, Finset.mul_sum]
  ring
```

A constant added to the potential contributes that constant times the total density. The lemma is used below with the constant −E, which turns H_v into A.

## The variational bound without normalization

```lean
/-- The ground-state energy times the total density of any wave function, normalized or not,
is a lower bound for the energy of that wave function. -/
theorem rayleigh_bound {T : Matrix n n ℂ} {v : n → ℝ} {ψ : n → ℂ}
    (h : IsGroundState T v ψ) (φ : n → ℂ) :
    energy T v ψ * ∑ i, density φ i ≤ energy T v φ := by
  have hnn : ∀ i ∈ Finset.univ, 0 ≤ density φ i := fun i _ => sq_nonneg _
  by_cases hN : ∑ i, density φ i = 0
  · have hφ : φ = 0 := by
      funext i
      have hi := (Finset.sum_eq_zero_iff_of_nonneg hnn).1 hN i (Finset.mem_univ i)
      simpa [density] using hi
    rw [hN, hφ]
    simp [energy]
  · -- normalize `φ` and use minimality
    have hpos : 0 < ∑ i, density φ i :=
      lt_of_le_of_ne (Finset.sum_nonneg hnn) (Ne.symm hN)
    obtain ⟨c, hc⟩ : ∃ c : ℝ, c ^ 2 * ∑ i, density φ i = 1 :=
      ⟨(√(∑ i, density φ i))⁻¹, by
        rw [inv_pow, Real.sq_sqrt hpos.le, inv_mul_cancel₀ hN]⟩
    have hd : ∀ i, density ((c : ℂ) • φ) i = c ^ 2 * density φ i := fun i => by
      unfold density
      rw [Pi.smul_apply, norm_smul, mul_pow, Complex.norm_real, Real.norm_eq_abs, sq_abs]
    have hs : star ((c : ℂ) • φ) = (c : ℂ) • star φ := by
      funext i
      simp
    have he : energy T v ((c : ℂ) • φ) = c ^ 2 * energy T v φ := by
      unfold energy
      rw [hs, Matrix.mulVec_smul, smul_dotProduct, dotProduct_smul, smul_eq_mul,
        smul_eq_mul, Complex.re_ofReal_mul, Complex.re_ofReal_mul]
      ring
    have hm := h.minimal ((c : ℂ) • φ) (by simp only [hd, ← Finset.mul_sum, hc])
    rw [he] at hm
    calc energy T v ψ * ∑ i, density φ i
        ≤ (c ^ 2 * energy T v φ) * ∑ i, density φ i :=
          mul_le_mul_of_nonneg_right hm hpos.le
      _ = energy T v φ := by linear_combination energy T v φ * hc
```

The case distinction is the one made by hand. If the total density is zero, every amplitude is zero and both sides vanish. Otherwise `c` is 1/√N, `hd` and `he` state that density and energy scale with `c ^ 2`, and minimality is applied to the rescaled vector. Multiplying by N gives the bound.

## The site-wise Schrödinger equation

```lean
/-- For Hermitian hopping, a ground state obeys the lattice Schrödinger equation at every site,
with its energy as the eigenvalue. -/
theorem schrodinger {T : Matrix n n ℂ} (hT : T.IsHermitian) {v : n → ℝ} {ψ : n → ℂ}
    (h : IsGroundState T v ψ) (i : n) :
    (T *ᵥ ψ) i + v i * ψ i = energy T v ψ * ψ i := by
  -- the Hamiltonian measured from the ground-state energy is positive semidefinite
  have hH : (hamiltonian T (fun j => v j + -energy T v ψ)).IsHermitian := by
    refine hT.add ?_
    rw [Matrix.IsHermitian, Matrix.diagonal_conjTranspose]
    congr 1
    funext j
    simp
  have him := fun x : n → ℂ => hH.im_star_dotProduct_mulVec_self x
  have hpsd : (hamiltonian T (fun j => v j + -energy T v ψ)).PosSemidef := by
    refine PosSemidef.of_dotProduct_mulVec_nonneg hH fun x =>
      Complex.nonneg_iff.2 ⟨?_, (him x).symm⟩
    change 0 ≤ energy T (fun j => v j + -energy T v ψ) x
    rw [energy_shift]
    linarith [rayleigh_bound h x]
  -- its expectation value in `ψ` vanishes, so it annihilates `ψ`
  have hz : star ψ ⬝ᵥ (hamiltonian T (fun j => v j + -energy T v ψ) *ᵥ ψ) = 0 := by
    refine Complex.ext ?_ (him ψ)
    change energy T (fun j => v j + -energy T v ψ) ψ = 0
    rw [energy_shift, h.normalized]
    ring
  have hi := congrFun ((hpsd.dotProduct_mulVec_zero_iff ψ).1 hz) i
  rw [hamiltonian_mulVec, Pi.zero_apply] at hi
  push_cast at hi
  linear_combination hi
```

The matrix A appears as the Hamiltonian with potential `v j + -energy T v ψ`. The proof shows that it is Hermitian (`hH`), that its quadratic form has no imaginary part (`him`), and that it is positive semidefinite (`hpsd`), the last from `energy_shift` and `rayleigh_bound`. Then `hz` records ⟨ψ, Aψ⟩ = 0. The variation with sη is replaced by Mathlib's `dotProduct_mulVec_zero_iff`, which says that a positive semidefinite matrix has zero expectation value in a vector exactly when it annihilates that vector. Reading Aψ = 0 at site `i` and rearranging gives the equation.

## Equal densities at an occupied site and on the whole lattice

```lean
/-- For Hermitian hopping, if ground states for `v` and `w` have equal densities, then at each
site with positive density `v` and `w` differ by the difference of the ground-state energies. -/
theorem potential_difference_of_density_pos {T : Matrix n n ℂ} (hT : T.IsHermitian)
    {v w : n → ℝ} {ψ φ : n → ℂ} (hψ : IsGroundState T v ψ) (hφ : IsGroundState T w φ)
    (hd : density ψ = density φ) {i : n} (hi : 0 < density ψ i) :
    v i - w i = energy T v ψ - energy T w φ := by
  -- both minimum principles together force equal hopping energies
  have h1 := hψ.minimal φ hφ.normalized
  have h2 := hφ.minimal ψ hψ.normalized
  have hE : energy T w ψ = energy T w φ := by
    simp only [energy_eq, hd] at h1 h2 ⊢
    linarith
  have hw : IsGroundState T w ψ :=
    ⟨hψ.normalized, fun χ hχ => hE.trans_le (hφ.minimal χ hχ)⟩
  -- subtract the two Schrödinger equations and cancel the amplitude
  have s1 := schrodinger hT hψ i
  have s2 := schrodinger hT hw i
  have hne : ψ i ≠ 0 := by
    intro h0
    simp [density, h0] at hi
  refine Complex.ofReal_injective (mul_right_cancel₀ hne ?_)
  rw [← hE]
  push_cast
  linear_combination s1 - s2
```

Here `φ` is the ground state for `w`. The hypothesis `hd` equates the two densities as functions, hence at all sites, whereas `hi` asks for positive density only at the site `i` under consideration. The inequalities `h1` and `h2` are the two minimum principles. Once the energies are split and the densities identified, `linarith` obtains E_w(ψ) = E_w(φ), which is `hE`. This makes ψ a ground state for w (`hw`), and `schrodinger` is applied twice to the same ψ. The last lines subtract the two equations and cancel the nonzero amplitude, working in the complex numbers before returning to the real ones.

```lean
/-- **Hohenberg-Kohn theorem** for one particle on a finite lattice with Hermitian hopping: if
ground states for `v` and `w` have the same density, positive at every site, then `v - w` is
constant, equal to the difference of the ground-state energies. -/
theorem hohenberg_kohn {T : Matrix n n ℂ} (hT : T.IsHermitian)
    {v w : n → ℝ} {ψ φ : n → ℂ} (hψ : IsGroundState T v ψ) (hφ : IsGroundState T w φ)
    (hd : density ψ = density φ) (hpos : ∀ i, 0 < density ψ i) :
    v - w = fun _ => energy T v ψ - energy T w φ :=
  funext fun i => potential_difference_of_density_pos hT hψ hφ hd (hpos i)
```

With positive density everywhere, the previous theorem holds at each site, and the conclusion becomes an equality of functions: `v - w` is the constant function whose value is the energy difference. Physically, positivity means that the particle can be found at every site, so that no part of the potential goes unfelt. It is a hypothesis on the density and is not derived from properties of T.

## The free constant and the unseen site

```lean
/-- Adding a constant to the potential does not change which states are ground states. -/
theorem isGroundState_shift_iff (T : Matrix n n ℂ) (v : n → ℝ) (c : ℝ) (ψ : n → ℂ) :
    IsGroundState T (fun i => v i + c) ψ ↔ IsGroundState T v ψ := by
  constructor
  · refine fun h => ⟨h.normalized, fun φ hφ => ?_⟩
    have hm := h.minimal φ hφ
    rw [energy_shift, energy_shift, h.normalized, hφ] at hm
    linarith
  · refine fun h => ⟨h.normalized, fun φ hφ => ?_⟩
    rw [energy_shift, energy_shift, h.normalized, hφ]
    linarith [h.minimal φ hφ]
```

Shifting the potential by a constant leaves the set of ground states unchanged, and with it their densities. No density can therefore fix the constant. Both directions follow from `energy_shift`, because all normalized vectors gain the same energy `c`. Hermiticity is not needed for this.

```lean
/-- On two sites without hopping, the particle sitting on the first site is a ground state for
every nonnegative potential `a` on the empty second site, the first site being at zero. -/
theorem empty_site_hides_potential (a : ℝ) (ha : 0 ≤ a) :
    IsGroundState (0 : Matrix (Fin 2) (Fin 2) ℂ) ![0, a] ![1, 0] := by
  refine ⟨by simp [density, Fin.sum_univ_two], fun φ _ => ?_⟩
  have h0 : energy (0 : Matrix (Fin 2) (Fin 2) ℂ) ![0, a] ![1, 0] = 0 := by
    simp [energy_eq, density, Fin.sum_univ_two]
  have h1 : energy (0 : Matrix (Fin 2) (Fin 2) ℂ) ![0, a] φ = a * ‖φ 1‖ ^ 2 := by
    simp [energy_eq, density, Fin.sum_univ_two]
  rw [h0, h1]
  positivity


end LatticeHohenbergKohn
```

Here `Fin 2` numbers the sites 0 and 1, hopping is absent, and the particle sits on site 0. The energy of any trial vector is `a * ‖φ 1‖ ^ 2`, which is nonnegative, while the state (1, 0) has energy zero. It is therefore a ground state for every a ≥ 0. For a = 1 and for a = 2 it is the only ground state up to a phase, so both choices give the same density, but their potentials differ by a vector that is not constant. For general Hermitian T, then, positive density at all sites but one is not enough to determine the potential up to a constant.

```lean
#print axioms LatticeHohenbergKohn.hohenberg_kohn
#print axioms LatticeHohenbergKohn.isGroundState_shift_iff
#print axioms LatticeHohenbergKohn.empty_site_hides_potential
```

```
'LatticeHohenbergKohn.hohenberg_kohn' depends on axioms: [propext, Classical.choice, Quot.sound]
'LatticeHohenbergKohn.isGroundState_shift_iff' depends on axioms: [propext, Classical.choice, Quot.sound]
'LatticeHohenbergKohn.empty_site_hides_potential' depends on axioms: [propext, Classical.choice, Quot.sound]
```
